# A one-electron matrix that commutes with all three spin components is an orbital matrix times the spin identity

The theorem concerns a complex matrix `g` for one electron, indexed by a finite set of orbitals and two spin values; `g` need not be Hermitian. If `g` commutes with each spin operator, the orbital identity times half a Pauli matrix, then `g = P ⊗ₖ 1` for some orbital matrix `P`. The attempt writes the commutation relations entry by entry. The z component makes the spin-flip blocks vanish, the x component makes the two remaining blocks equal, and the first of these is taken as `P`.

Lean 4 with Mathlib refuses this proof:

```lean
import Mathlib

open Matrix
open scoped Kronecker ComplexOrder

namespace EqKroneckerOfCommute

noncomputable section

variable {n : Type*} [Fintype n] [DecidableEq n]

/-- The three Pauli matrices, in the order x, y, z. -/
def pauli : Fin 3 → Matrix (Fin 2) (Fin 2) ℂ :=
  ![!![0, 1; 1, 0], !![0, -Complex.I; Complex.I, 0], !![1, 0; 0, -1]]

/-- The one-electron spin operator along axis `a`: the identity on orbitals times half a
Pauli matrix. -/
def spin (a : Fin 3) : Matrix (n × Fin 2) (n × Fin 2) ℂ :=
  (1 : Matrix n n ℂ) ⊗ₖ ((1 / 2 : ℂ) • pauli a)

/-- A one-particle matrix that commutes with all three spin operators is an orbital matrix
times the identity on spin. -/
theorem eq_kronecker_of_commute {g : Matrix (n × Fin 2) (n × Fin 2) ℂ}
    (h : ∀ a, spin a * g = g * spin a) :
    ∃ P : Matrix n n ℂ, g = P ⊗ₖ (1 : Matrix (Fin 2) (Fin 2) ℂ) := by
  have hl : ∀ a i σ q, (spin a * g) (i, σ) q = ∑ τ, (1 / 2 * pauli a σ τ) * g (i, τ) q := by
    intro a i σ q
    rw [Matrix.mul_apply, Fintype.sum_prod_type_right]
    refine Finset.sum_congr rfl fun τ _ => ?_
    simp [spin, Matrix.one_apply]
  have hr : ∀ a p j τ, (g * spin a) p (j, τ) = ∑ σ, g p (j, σ) * (1 / 2 * pauli a σ τ) := by
    intro a p j τ
    rw [Matrix.mul_apply, Fintype.sum_prod_type_right]
    refine Finset.sum_congr rfl fun σ _ => ?_
    simp [spin, Matrix.one_apply]
  have e : ∀ a i σ j τ, ∑ ρ, (1 / 2 * pauli a σ ρ) * g (i, ρ) (j, τ)
      = ∑ ρ, g (i, σ) (j, ρ) * (1 / 2 * pauli a ρ τ) := by
    intro a i σ j τ
    rw [← hl, ← hr, h]
  -- the z component removes the spin-flip blocks, the x component equates the other two
  have z01 : ∀ i j, g (i, 0) (j, 1) = 0 := by
    intro i j
    have := e 2 i 0 j 1
    rw [Fin.sum_univ_two, Fin.sum_univ_two, show pauli 2 0 0 = 1 from rfl,
      show pauli 2 0 1 = 0 from rfl, show pauli 2 1 1 = -1 from rfl] at this
    linear_combination this
  have z10 : ∀ i j, g (i, 1) (j, 0) = 0 := by
    intro i j
    have := e 2 i 1 j 0
    rw [Fin.sum_univ_two, Fin.sum_univ_two, show pauli 2 0 0 = 1 from rfl,
      show pauli 2 1 0 = 0 from rfl, show pauli 2 1 1 = -1 from rfl] at this
    linear_combination -this
  have x11 : ∀ i j, g (i, 1) (j, 1) = g (i, 0) (j, 0) := by
    intro i j
    have := e 0 i 0 j 1
    rw [Fin.sum_univ_two, Fin.sum_univ_two, show pauli 0 0 0 = 0 from rfl,
      show pauli 0 0 1 = 1 from rfl, show pauli 0 1 1 = 0 from rfl] at this
    linear_combination 2 * this
  refine ⟨fun i j => g (i, 0) (j, 0), ?_⟩
  ext ⟨i, σ⟩ ⟨j, τ⟩
  fin_cases σ <;> fin_cases τ <;> simp [Matrix.kroneckerMap_apply, z01, z10, x11]

end

end EqKroneckerOfCommute
```

Compiling this gives:

```
Main.lean:26:23: error: Function expected at
  spin a * g
but this term has type
  ?m.97

Note: Expected a function because this term is being applied to the argument
  (i, σ)
Main.lean:31:23: error: Function expected at
  g * spin a
but this term has type
  ?m.162

Note: Expected a function because this term is being applied to the argument
  p
Main.lean:25:67: error: unsolved goals
case «0».«0»
n : Type u_1
inst✝¹ : Fintype n
inst✝ : DecidableEq n
g : Matrix (n × Fin 2) (n × Fin 2) ℂ
h : ∀ (a : Fin 3), spin a * g = g * spin a
hl : ∀ (a : Fin 3) (i : n) (σ : Fin 2) (q : n × Fin 2), sorry = ∑ τ, 1 / 2 * pauli a σ τ * g (i, τ) q
hr : ∀ (a : Fin 3) (p : n × Fin 2) (j : n) (τ : Fin 2), sorry = ∑ σ, g p (j, σ) * (1 / 2 * pauli a σ τ)
e :
  ∀ (a : Fin 3) (i : n) (σ : Fin 2) (j : n) (τ : Fin 2),
    ∑ ρ, 1 / 2 * pauli a σ ρ * g (i, ρ) (j, τ) = ∑ ρ, g (i, σ) (j, ρ) * (1 / 2 * pauli a ρ τ)
z01 : ∀ (i j : n), g (i, 0) (j, 1) = 0
z10 : ∀ (i j : n), g (i, 1) (j, 0) = 0
x11 : ∀ (i j : n), g (i, 1) (j, 1) = g (i, 0) (j, 0)
i j : n
⊢ g (i, 0) (j, 0) = kroneckerMap (fun x1 x2 => x1 * x2) (fun i j => g (i, 0) (j, 0)) 1 (i, 0) (j, 0)

case «0».«1»
n : Type u_1
inst✝¹ : Fintype n
inst✝ : DecidableEq n
g : Matrix (n × Fin 2) (n × Fin 2) ℂ
h : ∀ (a : Fin 3), spin a * g = g * spin a
hl : ∀ (a : Fin 3) (i : n) (σ : Fin 2) (q : n × Fin 2), sorry = ∑ τ, 1 / 2 * pauli a σ τ * g (i, τ) q
hr : ∀ (a : Fin 3) (p : n × Fin 2) (j : n) (τ : Fin 2), sorry = ∑ σ, g p (j, σ) * (1 / 2 * pauli a σ τ)
e :
  ∀ (a : Fin 3) (i : n) (σ : Fin 2) (j : n) (τ : Fin 2),
    ∑ ρ, 1 / 2 * pauli a σ ρ * g (i, ρ) (j, τ) = ∑ ρ, g (i, σ) (j, ρ) * (1 / 2 * pauli a ρ τ)
z01 : ∀ (i j : n), g (i, 0) (j, 1) = 0
z10 : ∀ (i j : n), g (i, 1) (j, 0) = 0
x11 : ∀ (i j : n), g (i, 1) (j, 1) = g (i, 0) (j, 0)
i j : n
⊢ 0 = kroneckerMap (fun x1 x2 => x1 * x2) (fun i j => g (i, 0) (j, 0)) 1 (i, 0) (j, 1)

case «1».«0»
n : Type u_1
inst✝¹ : Fintype n
inst✝ : DecidableEq n
g : Matrix (n × Fin 2) (n × Fin 2) ℂ
h : ∀ (a : Fin 3), spin a * g = g * spin a
hl : ∀ (a : Fin 3) (i : n) (σ : Fin 2) (q : n × Fin 2), sorry = ∑ τ, 1 / 2 * pauli a σ τ * g (i, τ) q
hr : ∀ (a : Fin 3) (p : n × Fin 2) (j : n) (τ : Fin 2), sorry = ∑ σ, g p (j, σ) * (1 / 2 * pauli a σ τ)
e :
  ∀ (a : Fin 3) (i : n) (σ : Fin 2) (j : n) (τ : Fin 2),
    ∑ ρ, 1 / 2 * pauli a σ ρ * g (i, ρ) (j, τ) = ∑ ρ, g (i, σ) (j, ρ) * (1 / 2 * pauli a ρ τ)
z01 : ∀ (i j : n), g (i, 0) (j, 1) = 0
z10 : ∀ (i j : n), g (i, 1) (j, 0) = 0
x11 : ∀ (i j : n), g (i, 1) (j, 1) = g (i, 0) (j, 0)
i j : n
⊢ 0 = kroneckerMap (fun x1 x2 => x1 * x2) (fun i j => g (i, 0) (j, 0)) 1 (i, 1) (j, 0)

case «1».«1»
n : Type u_1
inst✝¹ : Fintype n
inst✝ : DecidableEq n
g : Matrix (n × Fin 2) (n × Fin 2) ℂ
h : ∀ (a : Fin 3), spin a * g = g * spin a
hl : ∀ (a : Fin 3) (i : n) (σ : Fin 2) (q : n × Fin 2), sorry = ∑ τ, 1 / 2 * pauli a σ τ * g (i, τ) q
hr : ∀ (a : Fin 3) (p : n × Fin 2) (j : n) (τ : Fin 2), sorry = ∑ σ, g p (j, σ) * (1 / 2 * pauli a σ τ)
e :
  ∀ (a : Fin 3) (i : n) (σ : Fin 2) (j : n) (τ : Fin 2),
    ∑ ρ, 1 / 2 * pauli a σ ρ * g (i, ρ) (j, τ) = ∑ ρ, g (i, σ) (j, ρ) * (1 / 2 * pauli a ρ τ)
z01 : ∀ (i j : n), g (i, 0) (j, 1) = 0
z10 : ∀ (i j : n), g (i, 1) (j, 0) = 0
x11 : ∀ (i j : n), g (i, 1) (j, 1) = g (i, 0) (j, 0)
i j : n
⊢ g (i, 0) (j, 0) = kroneckerMap (fun x1 x2 => x1 * x2) (fun i j => g (i, 0) (j, 0)) 1 (i, 1) (j, 1)
Main.lean:61:40: warning: This simp argument is unused:
  Matrix.kroneckerMap_apply

Hint: Omit it from the simp argument list.
  [apply] simp [z01, z10, x11]

Note: This linter can be disabled with `set_option linter.unusedSimpArgs false`
```

After these edits no error is left:

```diff
@@ -24,18 +24,22 @@
     (h : ∀ a, spin a * g = g * spin a) :
     ∃ P : Matrix n n ℂ, g = P ⊗ₖ (1 : Matrix (Fin 2) (Fin 2) ℂ) := by
-  have hl : ∀ a i σ q, (spin a * g) (i, σ) q = ∑ τ, (1 / 2 * pauli a σ τ) * g (i, τ) q := by
+  have hl : ∀ (a : Fin 3) (i : n) (σ : Fin 2) (q : n × Fin 2),
+      (spin a * g : Matrix (n × Fin 2) (n × Fin 2) ℂ) (i, σ) q
+        = ∑ τ, (1 / 2 * pauli a σ τ) * g (i, τ) q := by
     intro a i σ q
     rw [Matrix.mul_apply, Fintype.sum_prod_type_right]
     refine Finset.sum_congr rfl fun τ _ => ?_
-    simp [spin, Matrix.one_apply]
-  have hr : ∀ a p j τ, (g * spin a) p (j, τ) = ∑ σ, g p (j, σ) * (1 / 2 * pauli a σ τ) := by
+    simp [spin, Matrix.kroneckerMap_apply, Matrix.one_apply]
+  have hr : ∀ (a : Fin 3) (p : n × Fin 2) (j : n) (τ : Fin 2),
+      (g * spin a : Matrix (n × Fin 2) (n × Fin 2) ℂ) p (j, τ)
+        = ∑ σ, g p (j, σ) * (1 / 2 * pauli a σ τ) := by
     intro a p j τ
     rw [Matrix.mul_apply, Fintype.sum_prod_type_right]
     refine Finset.sum_congr rfl fun σ _ => ?_
-    simp [spin, Matrix.one_apply]
+    simp [spin, Matrix.kroneckerMap_apply, Matrix.one_apply]
   have e : ∀ a i σ j τ, ∑ ρ, (1 / 2 * pauli a σ ρ) * g (i, ρ) (j, τ)
       = ∑ ρ, g (i, σ) (j, ρ) * (1 / 2 * pauli a ρ τ) := by
     intro a i σ j τ
-    rw [← hl, ← hr, h]
+    rw [← hl a i σ (j, τ), ← hr a (i, σ) j τ, h]
   -- the z component removes the spin-flip blocks, the x component equates the other two
   have z01 : ∀ i j, g (i, 0) (j, 1) = 0 := by
@@ -59,5 +63,6 @@
   refine ⟨fun i j => g (i, 0) (j, 0), ?_⟩
   ext ⟨i, σ⟩ ⟨j, τ⟩
-  fin_cases σ <;> fin_cases τ <;> simp [Matrix.kroneckerMap_apply, z01, z10, x11]
+  change g (i, σ) (j, τ) = g (i, 0) (j, 0) * (1 : Matrix (Fin 2) (Fin 2) ℂ) σ τ
+  fin_cases σ <;> fin_cases τ <;> simp [z01, z10, x11]
 
 end
```

Diagnosis. The two "Function expected" errors come from the statements of `hl` and `hr`. Each takes an entry of a product, such as `spin a * g`, while the product's type is still an unknown `?m`, so Lean cannot tell that it accepts indices. The repair ascribes the matrix type to each product, which settles this.

The unsolved goals are the four spin cases at the end. `simp` leaves the entry of `kroneckerMap` on the right unexpanded, and the warning confirms that `Matrix.kroneckerMap_apply` was not used. Here `P` was supplied as a bare `fun i j => ...`, a probable reason why the lemma did not match, though the messages do not prove it. The new `change` restates the goal, by definition, with that entry written as `g (i, 0) (j, 0)` times an entry of the spin identity. `simp` can then finish with `z01`, `z10` and `x11`, and the unused lemma is dropped.

The messages show no need for the binder types, the explicit arguments to `hl` and `hr` in `e`, or the lemma added to the two earlier `simp` calls; these only spell things out.
